# Velocity-gauge propagation with a stepwise constant vector potential as field-free flights and kicks

To follow an electron through a laser pulse in the velocity gauge with a finite basis, one must choose a matrix for the Hamiltonian at vector potential a. The vector potential is taken to be uniform in space (the dipole approximation), and the basis to be orthonormal. Let H be the matrix of the field-free Hamiltonian and X that of the position along the polarisation. The choice made here is

exp(−i a X) H exp(i a X).

For the operator H = p²/2 + V(x), in atomic units with the speed of light absorbed into a, this is the familiar (p + a)²/2 + V(x). In a truncated basis the two generally differ, because finite matrices X and P for position and momentum cannot satisfy [X, P] = i. The result concerns the conjugated matrix; identifying it with the truncated minimal-coupling Hamiltonian is a further approximation.

## From gauge factors to kicks

Let the vector potential have the constant value A_k during step k, of duration h_k, for k = 0, …, m. Write

G_k = exp(i A_k X), F_k = exp(−i h_k H), K_j = exp(i (A_j − A_(j−1)) X).

The claim is that the time-ordered velocity-gauge propagator U over these m + 1 steps satisfies

U = G_m⁻¹ F_m K_m F_(m−1) ⋯ K_1 F_0 G_0.

For m = 0 there are no kicks, and U = G_0⁻¹ F_0 G_0.

Multiples of X commute, so exp(i a X) exp(i b X) = exp(i (a + b) X). Setting b = −a shows that the inverse of exp(i a X) is exp(−i a X). Hence

G_j G_(j−1)⁻¹ = K_j.

Next, (G_k⁻¹ H G_k)^r = G_k⁻¹ H^r G_k for every power r, since the inner factors cancel. Summing the exponential series gives

exp(−i h_k G_k⁻¹ H G_k) = G_k⁻¹ F_k G_k.

With later steps on the left, the product is therefore

U = (G_m⁻¹ F_m G_m)(G_(m−1)⁻¹ F_(m−1) G_(m−1)) ⋯ (G_0⁻¹ F_0 G_0).

Each neighbouring pair G_j G_(j−1)⁻¹ becomes K_j, and only G_m⁻¹ and G_0 remain at the ends.

Physically, the electric field is E = −dA/dt, so a jump in A is an instantaneous field pulse, and K_j is its effect on the state in the length gauge. Between jumps the electron evolves under H alone.

Let W = F_m K_m ⋯ K_1 F_0 be the kicked propagator. If A_0 = A_m = 0, both end factors are 1 and U = W. If H and X are Hermitian, each F_k and K_j is unitary, and so is W. If X is Hermitian, then (G_m⁻¹)† = G_m, which commutes with X, so

U† X U = (W G_0)† G_m X G_m⁻¹ (W G_0) = (W G_0)† X (W G_0).

The position signal is thus the same in both descriptions, provided that the initial state is transformed by G_0.

A mistake can enter at this factor. A pulse that starts from zero need not have A_0 = 0: if each step uses the midpoint value of A, the first value is usually nonzero already. Then G_0 is the kick from 0 to A_0, and leaving it out generally starts the kicked propagation from a different physical state.

## Matrices, steps and flights in Lean

The finite type `ι` labels the basis states.

```lean
import Mathlib

open Matrix

namespace KickedPropagation

noncomputable section

variable {ι : Type*} [Fintype ι] [DecidableEq ι]
```

The next definition gives G_k as `gauge X (A k)`.

```lean
/-- The gauge factor `exp(i a X)` for position matrix `X` and vector potential `a`. -/
def gauge (X : Matrix ι ι ℂ) (a : ℝ) : Matrix ι ι ℂ :=
  NormedSpace.exp ((Complex.I * (a : ℂ)) • X)
```

The name `free` means free of the external field; `H` may contain any static potential. Units have ħ = 1.

```lean
/-- The propagator `exp(-i t H)` of a constant Hamiltonian `H` over a time `t`. -/
def free (H : Matrix ι ι ℂ) (t : ℝ) : Matrix ι ι ℂ :=
  NormedSpace.exp ((-(Complex.I * (t : ℂ))) • H)
```

The conjugated Hamiltonian is the choice described at the start.

```lean
/-- The velocity-gauge Hamiltonian `exp(-i a X) H exp(i a X)` at vector potential `a`. -/
def velocityH (H X : Matrix ι ι ℂ) (a : ℝ) : Matrix ι ι ℂ :=
  (gauge X a)⁻¹ * H * gauge X a
```

The sequences `h` and `A` hold the durations and vector potentials. A uniform time step is the case of constant `h`.

```lean
/-- Velocity-gauge propagation over `n` steps: in step `k`, of duration `h k`, the vector
potential has the constant value `A k`. Later steps stand on the left. -/
def velocityProp (H X : Matrix ι ι ℂ) (h A : ℕ → ℝ) : ℕ → Matrix ι ι ℂ
  | 0 => 1
  | n + 1 => free (velocityH H X (A n)) (h n) * velocityProp H X h A n
```

The indices of the two propagators count differently: `velocityProp` at `n` contains n steps, while `kickedProp` at `m` contains m kicks and m + 1 flights. The matching pair is therefore `m + 1` and `m`.

```lean
/-- Kicked propagation: `m + 1` flights under `H` alone, of durations `h 0, ..., h m`, with the
kick `exp(i (A j - A (j-1)) X)` between flights `j - 1` and `j`. -/
def kickedProp (H X : Matrix ι ι ℂ) (h A : ℕ → ℝ) : ℕ → Matrix ι ι ℂ
  | 0 => free H (h 0)
  | m + 1 => free H (h (m + 1)) * gauge X (A (m + 1) - A m) * kickedProp H X h A m
```

## The kick identity and the single step

The first three lemmas are the group law and its consequence G_j G_(j−1)⁻¹ = K_j. The commutation of multiples of X enters through `Matrix.exp_add_of_commute`.

```lean
/-- At zero vector potential the gauge factor is the identity. -/
theorem gauge_zero (X : Matrix ι ι ℂ) : gauge X 0 = 1 := by
  simp [gauge]

/-- Gauge factors of successive vector potentials multiply to that of their sum. -/
theorem gauge_add (X : Matrix ι ι ℂ) (a b : ℝ) :
    gauge X (a + b) = gauge X a * gauge X b := by
  have e : Complex.I * ((a + b : ℝ) : ℂ) = Complex.I * (a : ℂ) + Complex.I * (b : ℂ) := by
    push_cast
    ring
  unfold gauge
  rw [e, add_smul]
  exact Matrix.exp_add_of_commute _ _ (((Commute.refl X).smul_left _).smul_right _)

/-- Changing the vector potential from `a` to `b` leaves behind the kick `exp(i (b - a) X)`. -/
theorem gauge_mul_inv (X : Matrix ι ι ℂ) (a b : ℝ) :
    gauge X b * (gauge X a)⁻¹ = gauge X (b - a) := by
  have hinv : (gauge X a)⁻¹ = gauge X (-a) := by
    apply Matrix.inv_eq_right_inv
    rw [← gauge_add, add_neg_cancel, gauge_zero]
  rw [hinv, ← gauge_add, sub_eq_add_neg]
```

For a single step, `Matrix.exp_conj'` supplies the conjugation of the exponential series. It needs the gauge factor to be invertible, as every matrix exponential is.

```lean
/-- One velocity-gauge step is a flight under `H` between two opposite gauge factors. -/
theorem free_velocityH (H X : Matrix ι ι ℂ) (a t : ℝ) :
    free (velocityH H X a) t = (gauge X a)⁻¹ * free H t * gauge X a := by
  have hu : IsUnit (gauge X a) := Matrix.isUnit_exp _
  unfold free velocityH
  rw [← Matrix.exp_conj' _ _ hu, Matrix.mul_smul, Matrix.smul_mul]
```

## The propagator identity

The theorem holds for arbitrary complex square matrices `H` and `X`, and for any real durations and vector potentials. The induction adds one step on the left. The rewrite with `ih` inserts the result for the earlier steps, `free_velocityH` opens the new step, and `← gauge_mul_inv` writes the new kick as two gauge factors. Both sides then differ only in their brackets.

```lean
/-- Velocity-gauge propagation over `m + 1` steps equals kicked propagation, preceded by the
gauge factor of the first step and followed by the inverse gauge factor of the last. -/
theorem velocityProp_eq_kicked (H X : Matrix ι ι ℂ) (h A : ℕ → ℝ) (m : ℕ) :
    velocityProp H X h A (m + 1) =
      (gauge X (A m))⁻¹ * kickedProp H X h A m * gauge X (A 0) := by
  induction m with
  | zero =>
    change free (velocityH H X (A 0)) (h 0) * 1 =
      (gauge X (A 0))⁻¹ * free H (h 0) * gauge X (A 0)
    rw [mul_one, free_velocityH]
  | succ m ih =>
    change free (velocityH H X (A (m + 1))) (h (m + 1)) * velocityProp H X h A (m + 1) =
      (gauge X (A (m + 1)))⁻¹ *
        (free H (h (m + 1)) * gauge X (A (m + 1) - A m) * kickedProp H X h A m) *
        gauge X (A 0)
    -- the neighbouring gauge factors of steps m and m + 1 merge into one kick
    rw [ih, free_velocityH, ← gauge_mul_inv]
    simp only [mul_assoc]
```

In real-time electronic-structure calculations that use the conjugated Hamiltonian, with a fixed field-free matrix `H` and a stepwise constant vector potential, this turns velocity-gauge propagation into alternating flights and kicks. `H` does not change with time, so a mean-field Hamiltonian that follows the density lies beyond the statement. The error of replacing a smooth pulse by steps is also left open.

In such a calculation, with Hermitian matrices, one may store the state in the eigenbasis of H and diagonalise X once. A flight multiplies each coefficient by exp(−i h_k ε), where ε is its energy. A kick transforms the vector to the eigenbasis of X, multiplies each component by exp(i (A_j − A_(j−1)) x), where x is its eigenvalue, and transforms back.

## Pulses, unitarity and the position signal

When the first and last vector potentials vanish, the end factors reduce to the identity.

```lean
/-- If the vector potential vanishes in the first and in the last step, velocity-gauge and
kicked propagation agree exactly. -/
theorem velocityProp_eq_of_pulse (H X : Matrix ι ι ℂ) (h A : ℕ → ℝ) (m : ℕ)
    (hfirst : A 0 = 0) (hlast : A m = 0) :
    velocityProp H X h A (m + 1) = kickedProp H X h A m := by
  rw [velocityProp_eq_kicked, hfirst, hlast, gauge_zero]
  simp
```

Hermiticity of `X` turns the adjoint of a gauge factor into the factor with the opposite sign.

```lean
/-- For Hermitian `X` the adjoint of a gauge factor is the gauge factor of the opposite
vector potential. -/
theorem gauge_conjTranspose {X : Matrix ι ι ℂ} (hX : X.IsHermitian) (a : ℝ) :
    (gauge X a)ᴴ = gauge X (-a) := by
  have e : star (Complex.I * (a : ℂ)) = Complex.I * ((-a : ℝ) : ℂ) := by
    apply Complex.ext <;> simp
  unfold gauge
  rw [← Matrix.exp_conjTranspose, Matrix.conjTranspose_smul, hX.eq, e]
```

For unitarity, `hg` treats the gauge factors. Then `hf` treats the flights by writing `free H t` as `gauge H (-t)`, and induction multiplies the unitary factors together.

```lean
/-- For Hermitian `H` and `X`, kicked propagation is unitary. -/
theorem kickedProp_unitary {H X : Matrix ι ι ℂ} (hH : H.IsHermitian) (hX : X.IsHermitian)
    (h A : ℕ → ℝ) (m : ℕ) : kickedProp H X h A m ∈ Matrix.unitaryGroup ι ℂ := by
  have hg : ∀ {Y : Matrix ι ι ℂ}, Y.IsHermitian → ∀ a : ℝ,
      gauge Y a ∈ Matrix.unitaryGroup ι ℂ := by
    intro Y hY a
    rw [Matrix.mem_unitaryGroup_iff, Matrix.star_eq_conjTranspose, gauge_conjTranspose hY,
      ← gauge_add, add_neg_cancel, gauge_zero]
  -- a flight under H has the same form as a gauge factor
  have hf : ∀ t : ℝ, free H t ∈ Matrix.unitaryGroup ι ℂ := by
    intro t
    have e : free H t = gauge H (-t) := by
      unfold free gauge
      rw [Complex.ofReal_neg, mul_neg]
    rw [e]
    exact hg hH (-t)
  induction m with
  | zero => exact hf (h 0)
  | succ m ih => exact mul_mem (mul_mem (hf _) (hg hX _)) ih
```

The last theorem compares position matrices in the Heisenberg picture; the electronic dipole is obtained from them by multiplying by the electron's charge, −1. Only `X` is assumed to be Hermitian. The step `hdrop` is the cancellation G_m X G_m⁻¹ = X from the derivation, and the closing calculation inserts it between the remaining factors.

```lean
/-- For Hermitian `X`, the Heisenberg-picture position after velocity-gauge propagation equals
that after kicked propagation preceded by the gauge factor of the first step. -/
theorem dipole_signal_eq (H : Matrix ι ι ℂ) {X : Matrix ι ι ℂ} (hX : X.IsHermitian)
    (h A : ℕ → ℝ) (m : ℕ) :
    (velocityProp H X h A (m + 1))ᴴ * X * velocityProp H X h A (m + 1) =
      (kickedProp H X h A m * gauge X (A 0))ᴴ * X *
        (kickedProp H X h A m * gauge X (A 0)) := by
  have hinv : (gauge X (A m))⁻¹ = gauge X (-A m) := by
    have hk := gauge_mul_inv X (A m) 0
    rwa [gauge_zero, one_mul, zero_sub] at hk
  have hcomm : X * gauge X (-A m) = gauge X (-A m) * X :=
    ((Commute.refl X).smul_right _).exp_right
  -- the final gauge factor commutes with X and drops out
  have hdrop : (gauge X (-A m))ᴴ * X * gauge X (-A m) = X := by
    rw [gauge_conjTranspose hX, neg_neg, mul_assoc, hcomm, ← mul_assoc, ← gauge_add,
      add_neg_cancel, gauge_zero, one_mul]
  rw [velocityProp_eq_kicked, hinv, mul_assoc (gauge X (-A m))]
  generalize kickedProp H X h A m * gauge X (A 0) = K
  calc (gauge X (-A m) * K)ᴴ * X * (gauge X (-A m) * K)
      = Kᴴ * ((gauge X (-A m))ᴴ * X * gauge X (-A m)) * K := by
        rw [Matrix.conjTranspose_mul]
        simp only [mul_assoc]
    _ = Kᴴ * X * K := by rw [hdrop]

end

end KickedPropagation
```

```lean
#print axioms KickedPropagation.velocityProp_eq_of_pulse
-- 'KickedPropagation.velocityProp_eq_of_pulse' depends on axioms: [propext, Classical.choice, Quot.sound]
#print axioms KickedPropagation.kickedProp_unitary
-- 'KickedPropagation.kickedProp_unitary' depends on axioms: [propext, Classical.choice, Quot.sound]
#print axioms KickedPropagation.dipole_signal_eq
-- 'KickedPropagation.dipole_signal_eq' depends on axioms: [propext, Classical.choice, Quot.sound]
```
